# For two or more disjoint fragments with $E(\emptyset)=0$, inclusion–exclusion over all dimers is the two-body expansion

When the energy of a large molecule is assembled from calculations on overlapping pieces, whatever the pieces share must be counted only once, and the bookkeeping depends on what the energy of a piece is a function of. Here it is a function $E$ of the set of atoms in the piece and of nothing else. Caps on cut bonds or embedding charges fit this description if the atom set fixes them. That a real calculation returns one energy per atom set, whichever dimers the set came from, is the step from the model to practice that the hypotheses leave open.

## Counting each contribution once

Let $F_i$ be $N\ge 2$ pairwise disjoint sets of atoms, the fragments. For a pair $p$ of distinct labels, the dimer $D_p=\bigcup_{i\in p}F_i$ is the union of two fragments, which need not be alike. The generalised energy is the inclusion–exclusion sum over all nonempty sets $K$ of pairs,
$$E_{\rm gen}=\sum_{K\neq\emptyset}(-1)^{|K|+1}E\Big(\bigcap_{p\in K}D_p\Big).$$
The claim is
$$E_{\rm gen}=\sum_p E(D_p)-(N-2)\sum_i E(F_i)+\binom{N-1}{2}E(\emptyset).$$

An atom common to all dimers in $K$ lies in exactly one fragment $F_i$, so $i$ belongs to every $p\in K$. The overlap is therefore the union of the fragments whose labels lie in $C(K)=\bigcap_{p\in K}p$, a set of at most two labels.

Write $e(S)=E(\bigcup_{i\in S}F_i)$ for a set $S$ of labels, and define
$$m_i=e(\{i\})-e(\emptyset),\qquad w_q=e(q)-e(\emptyset)-\sum_{i\in q}m_i$$
for a label $i$ and a pair $q$. If $|S|\le 2$, then
$$e(S)=e(\emptyset)+\sum_{i\in S}m_i+\sum_{q\subseteq S}w_q.$$
For $|S|\le 1$ the last sum is empty; for $|S|=2$ it has the single term $w_S$, whose definition gives the identity.

Insert this with $S=C(K)$. A contribution appears for exactly those $K$ all of whose members contain its labels. If $M\ge 1$ pairs contain them, its total coefficient is
$$\sum_{k=1}^{M}\binom{M}{k}(-1)^{k+1}=1-(1-1)^M=1.$$
Since $N\ge2$, every label lies in some pair; a pair contains itself; and $e(\emptyset)$ appears for every $K$. Hence
$$E_{\rm gen}=e(\emptyset)+\sum_i m_i+\sum_q w_q.$$

Each label lies in $N-1$ pairs, so $\sum_q\sum_{i\in q}m_i=(N-1)\sum_i m_i$, and
$$E_{\rm gen}=\sum_q e(q)-(N-2)\sum_i m_i+\Big[1-\binom N2\Big]e(\emptyset).$$
With $\sum_i m_i=\sum_iE(F_i)-N\,e(\emptyset)$, the coefficient of $e(\emptyset)=E(\emptyset)$ becomes
$$1-\frac{N(N-1)}2+N(N-2)=\frac{(N-1)(N-2)}2=\binom{N-1}2.$$

The ordinary two-body expansion adds a pair correction for each dimer to the monomer energies:
$$\sum_iE(F_i)+\sum_p\Big(E(D_p)-\sum_{i\in p}E(F_i)\Big)=\sum_pE(D_p)-(N-2)\sum_iE(F_i).$$
It agrees with $E_{\rm gen}$ when $E(\emptyset)=0$, the condition that a calculation without atoms contributes no energy. A constant background, such as the self-energy of fixed external charges, would violate it.

In electronic structure, a program that evaluates this inclusion–exclusion sum, with one energy per atom set and zero for the empty set, thus returns the ordinary two-body energy when it is given all dimers of two or more disjoint fragments. How close that energy is to the energy of the whole molecule is a separate question.

## Atom sets, dimers and the two energies

In Lean 4 with Mathlib:

```lean
import Mathlib

open Finset

namespace OverlappingDimers

variable {ι κ α A : Type*} [Fintype ι] [DecidableEq ι] [DecidableEq κ] [DecidableEq α]
  [AddCommGroup A]
```

The finite type `ι` labels the fragments, `α` is the type of atoms, and `κ` labels the members of a general family. Energies lie in an abelian group `A`, the real numbers in the usual case, because only sums, differences and integer multiples occur.

```lean
/-- The atoms of the family `G k`, `k ∈ s`, that lie in every member of the subfamily `K`. -/
def overlap (s : Finset κ) (G : κ → Finset α) (K : Finset κ) : Finset α :=
  (s.biUnion G).filter (fun a => ∀ k ∈ K, a ∈ G k)
```

For a nonempty subfamily `K` of `s`, this is the intersection of its members.

```lean
/-- The generalised many-body energy: inclusion-exclusion over all nonempty subfamilies of a
family of possibly overlapping atom sets. -/
def generalisedEnergy (s : Finset κ) (G : κ → Finset α) (E : Finset α → A) : A :=
  ∑ K ∈ s.powerset with K.Nonempty, (-1 : ℤ) ^ (K.card + 1) • E (overlap s G K)
```

The sum runs over sets of labels, so two members with the same atoms enter under separate labels. Their extra terms cancel, and dropping one of the two leaves the sum unchanged.

```lean
/-- The unordered pairs of distinct fragment labels. -/
def pairs (ι : Type*) [Fintype ι] : Finset (Finset ι) := powersetCard 2 univ

/-- The atoms of the fragments whose labels lie in `p`; for a pair `p` this is a dimer. -/
def dimer (F : ι → Finset α) (p : Finset ι) : Finset α := p.biUnion F

/-- The ordinary two-body expansion: monomer energies plus a pair correction for each dimer. -/
def twoBodyEnergy (F : ι → Finset α) (E : Finset α → A) : A :=
  ∑ i, E (F i) + ∑ p ∈ pairs ι, (E (dimer F p) - ∑ i ∈ p, E (F i))
```

The last definition is the ordinary expansion in its usual form, written independently of inclusion–exclusion.

```lean
/-- The fragment labels shared by all pairs in `K`. -/
def common (K : Finset (Finset ι)) : Finset ι := univ.filter (fun i => ∀ p ∈ K, i ∈ p)
```

This is $C(K)$.

## The counting argument on labels

```lean
/-- A contribution `a` present in at least one member of a family is counted exactly once by
inclusion-exclusion. -/
theorem counted_once (s : Finset κ) (Q : κ → Prop)
    {inst : ∀ K : Finset κ, Decidable (∀ k ∈ K, Q k)} (h : ∃ k ∈ s, Q k) (a : A) :
    ∑ K ∈ s.powerset with K.Nonempty,
      (-1 : ℤ) ^ (K.card + 1) • (if ∀ k ∈ K, Q k then a else 0) = a := by
  classical
  -- only nonempty subfamilies of the members that contain the contribution matter
  have h1 : (s.powerset.filter (fun K => K.Nonempty)).filter (fun K => ∀ k ∈ K, Q k)
      = (s.filter Q).powerset.erase ∅ := by
    ext K
    simp only [mem_filter, mem_powerset, mem_erase, subset_iff, nonempty_iff_ne_empty, ne_eq]
    constructor
    · rintro ⟨⟨h1, h2⟩, h3⟩
      exact ⟨h2, fun k hk => ⟨h1 hk, h3 k hk⟩⟩
    · rintro ⟨h2, h3⟩
      exact ⟨⟨fun k hk => (h3 hk).1, h2⟩, fun k hk => (h3 hk).2⟩
  have h2 : ∑ K ∈ (s.filter Q).powerset.erase ∅, (-1 : ℤ) ^ (K.card + 1) = 1 := by
    obtain ⟨k, hk, hq⟩ := h
    have h3 := sum_powerset_neg_one_pow_card_of_nonempty (x := s.filter Q)
      ⟨k, mem_filter.2 ⟨hk, hq⟩⟩
    rw [← add_sum_erase _ _ (empty_mem_powerset _)] at h3
    simp only [card_empty, pow_zero] at h3
    simp only [pow_succ, mul_neg, mul_one, sum_neg_distrib]
    linarith
  simp only [smul_ite, smul_zero]
  rw [← sum_filter, h1, ← sum_smul, h2, one_smul]
```

Here `Q k` says that member `k` contains the contribution. Step `h1` restricts the sum to nonempty subfamilies of such members, and `h2` evaluates the alternating sum as 1.

```lean
/-- For pairwise disjoint fragments, the overlap of a nonempty set of dimers consists of the
fragments that all these dimers share. -/
theorem overlap_dimers (F : ι → Finset α) (hF : Pairwise (fun i j => Disjoint (F i) (F j)))
    (K : Finset (Finset ι)) (hK : K ⊆ pairs ι) (hne : K.Nonempty) :
    overlap (pairs ι) (dimer F) K = (common K).biUnion F := by
  obtain ⟨p₀, hp₀⟩ := hne
  ext a
  simp only [overlap, dimer, common, mem_filter, mem_biUnion, mem_univ, true_and]
  constructor
  · rintro ⟨_, h⟩
    obtain ⟨i, hi, ha⟩ := h p₀ hp₀
    refine ⟨i, fun p hp => ?_, ha⟩
    obtain ⟨j, hj, hb⟩ := h p hp
    -- an atom belongs to one fragment only
    have hij : i = j := by
      by_contra hij
      exact disjoint_left.1 (hF hij) ha hb
    rw [hij]
    exact hj
  · rintro ⟨i, hi, ha⟩
    exact ⟨⟨p₀, hK hp₀, i, hi p₀ hp₀, ha⟩, fun p hp => ⟨i, hi p hp, ha⟩⟩
```

This is the only lemma that uses disjointness: an atom found in fragments `i` and `j` forces `i = j`.

```lean
/-- The energy of at most two fragments is the sum of a vacuum term, one-body terms and
a pair term. -/
theorem energy_split (e : Finset ι → A) (S : Finset ι) (hS : S.card ≤ 2) :
    e S = e ∅ + ∑ i, (if i ∈ S then e {i} - e ∅ else 0)
      + ∑ q ∈ pairs ι, (if q ⊆ S then e q - e ∅ - ∑ i ∈ q, (e {i} - e ∅) else 0) := by
  have hf : (pairs ι).filter (fun q => q ⊆ S) = powersetCard 2 S := by
    ext q
    simp [pairs, mem_powersetCard, and_comm]
  rw [sum_ite_mem, univ_inter, ← sum_filter, hf]
  rcases Nat.lt_or_ge S.card 2 with h | h
  · rw [powersetCard_eq_empty.2 h, sum_empty, add_zero]
    rcases Nat.lt_or_ge S.card 1 with h' | h'
    · have h0 : S = ∅ := card_eq_zero.1 (by omega)
      simp [h0]
    · obtain ⟨a, rfl⟩ := card_eq_one.1 (show S.card = 1 by omega)
      simp
  · have h2 := powersetCard_self S
    rw [le_antisymm hS h] at h2
    rw [h2, sum_singleton]
    abel
```

The proof treats label sets of size 0, 1 and 2 in turn. The function `e` is arbitrary and need not come from atoms.

```lean
/-- Summed over all dimers, each one-body quantity appears `N - 1` times. -/
theorem sum_pairs (m : ι → A) :
    ∑ p ∈ pairs ι, ∑ i ∈ p, m i = ((Fintype.card ι : ℤ) - 1) • ∑ i, m i := by
  have h : ∀ p ∈ pairs ι, ∑ i ∈ p, m i = ∑ i, if i ∈ p then m i else 0 := by
    intro p _
    rw [sum_ite_mem, univ_inter]
  rw [sum_congr rfl h, sum_comm, smul_sum]
  refine sum_congr rfl fun i _ => ?_
  -- the dimers containing `i` are labelled by the other fragments
  have him : (pairs ι).filter (fun p => i ∈ p)
      = (univ.erase i).image (fun j => ({i, j} : Finset ι)) := by
    ext p
    simp only [pairs, mem_filter, mem_powersetCard, subset_univ, true_and, mem_image,
      mem_erase, mem_univ, and_true]
    constructor
    · rintro ⟨hp, hi⟩
      obtain ⟨a, b, hab, rfl⟩ := card_eq_two.1 hp
      rcases mem_insert.1 hi with rfl | hb
      · exact ⟨b, hab.symm, rfl⟩
      · rw [mem_singleton.1 hb]
        exact ⟨a, hab, pair_comm _ _⟩
    · rintro ⟨j, hj, rfl⟩
      exact ⟨card_pair (Ne.symm hj), mem_insert_self _ _⟩
  have hinj : Set.InjOn (fun j => ({i, j} : Finset ι)) (univ.erase i : Finset ι) := by
    intro j hj k _ hjk
    have hji : j ≠ i := (mem_erase.1 (mem_coe.1 hj)).1
    have hmem : j ∈ ({i, k} : Finset ι) := by
      rw [← show ({i, j} : Finset ι) = {i, k} from hjk]
      simp
    exact mem_singleton.1 ((mem_insert.1 hmem).resolve_left hji)
  have hc := card_erase_add_one (mem_univ i)
  rw [card_univ] at hc
  rw [← sum_filter, sum_const, him, card_image_of_injOn hinj, ← natCast_zsmul]
  congr 1
  omega
```

After the two sums are exchanged, the pairs that contain `i` are matched with the other labels `j` through `{i, j}`, which gives the factor $N-1$.

```lean
/-- Inclusion-exclusion over all pairs of `N ≥ 2` labels, for any function `e` of label sets. -/
theorem label_expansion (hN : 2 ≤ Fintype.card ι) (e : Finset ι → A) :
    ∑ K ∈ (pairs ι).powerset with K.Nonempty, (-1 : ℤ) ^ (K.card + 1) • e (common K)
      = ∑ p ∈ pairs ι, e p - ((Fintype.card ι : ℤ) - 2) • ∑ i, e {i}
        + (Fintype.card ι - 1).choose 2 • e ∅ := by
  have : Nontrivial ι := Fintype.one_lt_card_iff_nontrivial.1 hN
  have hex : ∀ i : ι, ∃ p ∈ pairs ι, i ∈ p := by
    intro i
    obtain ⟨j, hj⟩ := exists_ne i
    exact ⟨{i, j}, mem_powersetCard.2 ⟨subset_univ _, card_pair hj.symm⟩,
      mem_insert_self _ _⟩
  -- split the energy of each overlap
  have key : ∀ K ∈ (pairs ι).powerset.filter (fun K => K.Nonempty),
      (-1 : ℤ) ^ (K.card + 1) • e (common K) = (-1 : ℤ) ^ (K.card + 1) •
        (e ∅ + ∑ i, (if ∀ p ∈ K, i ∈ p then e {i} - e ∅ else 0)
        + ∑ q ∈ pairs ι, (if ∀ p ∈ K, q ⊆ p
            then e q - e ∅ - ∑ i ∈ q, (e {i} - e ∅) else 0)) := by
    intro K hK
    obtain ⟨hKs, p₀, hp₀⟩ := mem_filter.1 hK
    have hcard : (common K).card ≤ 2 := by
      rw [← (mem_powersetCard.1 (mem_powerset.1 hKs hp₀)).2]
      exact card_le_card fun i hi => (mem_filter.1 hi).2 p₀ hp₀
    rw [energy_split e _ hcard]
    congr 2
    · congr 1
      exact sum_congr rfl fun i _ => if_congr (by simp [common]) rfl rfl
    · exact sum_congr rfl fun q _ => if_congr
        ⟨fun h p hp i hi => (mem_filter.1 (h hi)).2 p hp,
          fun h i hi => mem_filter.2 ⟨mem_univ _, fun p hp => h p hp hi⟩⟩ rfl rfl
  -- every contribution is counted once
  obtain ⟨i₀⟩ := (inferInstance : Nonempty ι)
  obtain ⟨p₀, hp₀, _⟩ := hex i₀
  have c0 : ∑ K ∈ (pairs ι).powerset with K.Nonempty, (-1 : ℤ) ^ (K.card + 1) • e ∅ = e ∅ := by
    simpa only [implies_true, ↓reduceIte] using
      counted_once (pairs ι) (fun _ => True) (inst := fun _ => Classical.dec _)
        ⟨p₀, hp₀, trivial⟩ (e ∅)
  have c1 : ∑ K ∈ (pairs ι).powerset with K.Nonempty, (-1 : ℤ) ^ (K.card + 1) •
      ∑ i, (if ∀ p ∈ K, i ∈ p then e {i} - e ∅ else 0) = ∑ i, (e {i} - e ∅) := by
    simp only [smul_sum]
    rw [sum_comm]
    exact sum_congr rfl fun i _ => counted_once (pairs ι) (fun p => i ∈ p) (hex i) _
  have c2 : ∑ K ∈ (pairs ι).powerset with K.Nonempty, (-1 : ℤ) ^ (K.card + 1) •
      ∑ q ∈ pairs ι, (if ∀ p ∈ K, q ⊆ p then e q - e ∅ - ∑ i ∈ q, (e {i} - e ∅) else 0)
      = ∑ q ∈ pairs ι, (e q - e ∅ - ∑ i ∈ q, (e {i} - e ∅)) := by
    simp only [smul_sum]
    rw [sum_comm]
    exact sum_congr rfl fun q hq =>
      counted_once (pairs ι) (fun p => q ⊆ p) ⟨q, hq, Subset.refl q⟩ _
  rw [sum_congr rfl key]
  simp only [smul_add, sum_add_distrib]
  rw [c0, c1, c2]
  have hw : ∑ q ∈ pairs ι, (e q - e ∅ - ∑ i ∈ q, (e {i} - e ∅))
      = ∑ q ∈ pairs ι, e q - (Fintype.card ι).choose 2 • e ∅
        - ((Fintype.card ι : ℤ) - 1) • ∑ i, (e {i} - e ∅) := by
    rw [← sum_pairs, sum_sub_distrib, sum_sub_distrib, sum_const, pairs, card_powersetCard,
      card_univ]
  have hm : ∑ i, (e {i} - e ∅) = ∑ i, e {i} - Fintype.card ι • e ∅ := by
    rw [sum_sub_distrib, sum_const, card_univ]
  rw [hw, hm]
  -- collect the coefficients
  obtain ⟨n, hn⟩ := Nat.exists_eq_add_of_le' hN
  have s : ∀ k : ℕ, (k + 2).choose 2 = (k + 1) + (k + 1).choose 2 := fun k =>
    (Nat.choose_succ_succ' (k + 1) 1).trans (by rw [Nat.choose_one_right])
  have t : ∀ k : ℕ, 2 * (k + 1).choose 2 = k * (k + 1) := by
    intro k
    induction k with
    | zero => simp
    | succ k ih =>
      change 2 * (k + 2).choose 2 = _
      rw [s k]
      linarith
  have h : (n : ℤ) * (n + 1) = 2 * ((n + 1).choose 2 : ℕ) := by exact_mod_cast (t n).symm
  rw [hn, s n, show n + 2 - 1 = n + 1 by omega]
  generalize (n + 1).choose 2 = c at h ⊢
  simp only [← natCast_zsmul, Nat.cast_add, Nat.cast_one, Nat.cast_ofNat]
  linear_combination (norm := module) h • e ∅
```

Step `key` splits the energy of each overlap. Steps `c0`, `c1` and `c2` apply `counted_once` to the vacuum term $e(\emptyset)$, the one-body terms and the pair terms. Then `hw` and `hm` expand $\sum_q w_q$ and $\sum_i m_i$, and the closing lines set $N=n+2$ and collect the coefficient of $e(\emptyset)$ from $n(n+1)=2\binom{n+1}{2}$.

## Back to atoms

```lean
/-- For `N ≥ 2` pairwise disjoint fragments, inclusion-exclusion over all dimers equals the
dimer sum minus `N - 2` times the monomer sum plus `choose (N - 1) 2` times `E ∅`. -/
theorem generalisedEnergy_dimers (F : ι → Finset α)
    (hF : Pairwise (fun i j => Disjoint (F i) (F j))) (hN : 2 ≤ Fintype.card ι)
    (E : Finset α → A) :
    generalisedEnergy (pairs ι) (dimer F) E
      = ∑ p ∈ pairs ι, E (dimer F p) - ((Fintype.card ι : ℤ) - 2) • ∑ i, E (F i)
        + (Fintype.card ι - 1).choose 2 • E ∅ := by
  have h := label_expansion hN (fun S => E (S.biUnion F))
  simp only [singleton_biUnion, biUnion_empty] at h
  refine Eq.trans ?_ h
  refine sum_congr rfl fun K hK => ?_
  obtain ⟨hKs, hne⟩ := mem_filter.1 hK
  rw [overlap_dimers F hF K (mem_powerset.1 hKs) hne]
```

In words: for any finite number $N\ge2$ of pairwise disjoint fragments, some of which may be empty, and any energy function on finite atom sets, the formula claimed above holds. `Fintype.card ι` is $N$, and `hF` is disjointness for distinct labels. The proof applies `label_expansion` to $e(S)=E(\bigcup_{i\in S}F_i)$ and replaces each overlap by means of `overlap_dimers`.

```lean
/-- For at least two pairwise disjoint fragments and `E ∅ = 0`, the generalised expansion over
all dimers is the ordinary two-body expansion. -/
theorem generalisedEnergy_eq_twoBodyEnergy (F : ι → Finset α)
    (hF : Pairwise (fun i j => Disjoint (F i) (F j))) (hN : 2 ≤ Fintype.card ι)
    (E : Finset α → A) (h0 : E ∅ = 0) :
    generalisedEnergy (pairs ι) (dimer F) E = twoBodyEnergy F E := by
  rw [generalisedEnergy_dimers F hF hN E, h0, smul_zero, twoBodyEnergy, sum_sub_distrib,
    sum_pairs]
  module
```

The added hypothesis `h0` removes the vacuum term. `sum_pairs` then counts the monomer energies subtracted in the pair corrections, and `module` compares coefficients.

## Three fragments that share atoms

Take three atoms, let each fragment lack a different one, and let the energy be the squared number of atoms. Every dimer then contains all three atoms, and so does every overlap of dimers. The generalised energy is $3\cdot9-3\cdot9+9=9$, while the two-body expansion gives $3\cdot9-3\cdot4=15$.

```lean
/-- Three overlapping fragments, each lacking one of three atoms, with the squared number of
atoms as energy: the generalised expansion gives 9 and the ordinary two-body expansion 15. -/
theorem overlapping_fragments_differ :
    generalisedEnergy (pairs (Fin 3)) (dimer (fun i : Fin 3 => univ.erase i))
        (fun S => (S.card : ℤ) ^ 2) = 9 ∧
      twoBodyEnergy (fun i : Fin 3 => univ.erase i) (fun S => (S.card : ℤ) ^ 2) = 15 := by
  decide +kernel

end OverlappingDimers
```

The kernel evaluates both finite sums. These fragments are distinct and no atom lies in all three, so those two conditions together do not suffice for the equality.

```lean
#print axioms OverlappingDimers.generalisedEnergy_eq_twoBodyEnergy
#print axioms OverlappingDimers.overlapping_fragments_differ
```

```
'OverlappingDimers.generalisedEnergy_eq_twoBodyEnergy' depends on axioms: [propext, Classical.choice, Quot.sound]
'OverlappingDimers.overlapping_fragments_differ' depends on axioms: [propext, Classical.choice, Quot.sound]
```
